# A quadrature rule that is positive on squares of nonzero functions in V has at least dim V nodes

A quadrature rule is modelled here as a finite list of labelled points in an arbitrary set $X$, each with a real weight of either sign. The functions whose squares are to be integrated form a real vector space $V$ of functions $X\to\mathbb R$, which is not assumed to be finite-dimensional. The sphere is one possible choice of $X$; the tetrahedron example in Lean takes $X=\mathbb R^3$ and checks that its nodes lie on the unit sphere.

## Angular grids and the functions they resolve

An angular grid replaces an integral over directions by a weighted sum over $N$ nodes $x_i$ with weights $w_i$:
$$Q[g]=\sum_i w_i\,g(x_i).$$
If a nonzero function vanishes at every node, the grid cannot tell it from zero. The condition studied here excludes this: $Q[f^2]>0$ for every nonzero $f\in V$. Physically, every nonzero function in $V$ keeps a positive squared norm when the integral is replaced by the sum.

For angular grids in electronic structure codes, this gives a lower bound on the size of any grid that exactly reproduces the orthonormality of a finite set of real harmonics; it does not say that a grid of that size exists.

## The bound and its Lean form

Let $P$ be the set of labels $i$ with $w_i>0$, and $|P|$ their number. If $Q[f^2]>0$ for every nonzero $f\in V$, then $V$ is finite-dimensional and
$$\dim V\le |P|\le N.$$

In Lean, `quad x w g` is $Q[g]$, `positiveNodes w` is $P$, and `V : Submodule ℝ (X → ℝ)` is the function space. The positivity condition is `hpos`. The conclusion includes `Module.Finite ℝ V` because `Module.finrank` is zero for an infinite-dimensional space, where the inequality alone would say nothing. Nodes are counted by label, so a repeated point counts each time.

The theorem `dim_le_of_exact_on_squares` replaces positivity by exact integration of squares. It assumes continuous functions on a compact space and a finite measure that gives every nonempty open set positive measure, as surface area on the sphere does.

In `harmonic_node_bound`, the functions $Y_{lm}$ are any real functions with the index pattern of spherical harmonics whose orthonormality the rule reproduces. In Lean, $m$ runs over $2l+1$ labels starting at zero, not from $-l$ to $l$. Neither the harmonics nor their differential equation is constructed.

## Sampling at the positive nodes

Suppose $f\in V$ vanishes at $x_i$ for every $i\in P$. Only nonpositive weights remain, so
$$Q[f^2]=\sum_{i\notin P}w_i f(x_i)^2\le 0.$$
By the positivity condition, $f=0$. The linear map $V\to\mathbb R^{P}$ that sends $f$ to its values at the positive nodes therefore has zero kernel and is injective. Hence $V$ is finite-dimensional with $\dim V\le |P|$, and $|P|\le N$ because $P$ is a subset of the $N$ labels. Nodes with negative weight do not help to meet the bound.

## Exact integrals of squares

Let $\mu$ be the measure, and suppose $Q[f^2]=\int f^2\,d\mu$ for all $f\in V$. If $f\ne0$, choose $p$ with $f(p)\ne0$. By continuity, the set $U$ where $f^2>f(p)^2/2$ is open, and it contains $p$. Therefore
$$Q[f^2]=\int f^2\,d\mu\ \ge\ \tfrac12 f(p)^2\,\mu(U)>0,$$
and the dimension bound applies.

## Orthonormal families and the count $(L+1)^2$

Let $Y_a$ be a finite family with $Q[Y_aY_b]=\delta_{ab}$. For real coefficients $c_a$,
$$Q\Big[\Big(\sum_a c_aY_a\Big)^2\Big]=\sum_{a,b}c_ac_b\,Q[Y_aY_b]=\sum_a c_a^2.$$
If the expansion is the zero function, the left side is zero and every $c_a$ vanishes, so the family is linearly independent. If the expansion is nonzero, some $c_a$ is nonzero and the right side is positive. The span thus satisfies the positivity condition, and its dimension, the number of functions, is at most $|P|$.

With $2l+1$ functions for each $l=0,\dots,L$, the number of functions is
$$\sum_{l=0}^{L}(2l+1)=L(L+1)+(L+1)=(L+1)^2.$$
For $L=0$ this requires one positive node.

## Four vertices that attain the bound

For $L=1$ the bound is four. Take the vertices $v_i=s_i/\sqrt3$, $i=0,\dots,3$, with sign vectors
$$(1,1,1),\quad(1,-1,-1),\quad(-1,1,-1),\quad(-1,-1,1).$$
Each has squared length $3/3=1$. At these vertices the functions $1,\sqrt3x,\sqrt3y,\sqrt3z$ take the values
$$(1,1,1,1),\quad(1,1,-1,-1),\quad(1,-1,1,-1),\quad(1,-1,-1,1).$$
These four lists are mutually orthogonal and each has squared length 4. With weights $1/4$ the rule therefore gives $\delta_{ab}$. The weights sum to one, so the functions are normalised to the average over the sphere rather than to the area $4\pi$.

## The Lean file

```lean
import Mathlib

open MeasureTheory

namespace SphereQuadratureBound

noncomputable section

variable {X : Type*} {N : ℕ}

/-- The quadrature rule with nodes `x i` and real weights `w i`, applied to a function `g`. -/
def quad (x : Fin N → X) (w : Fin N → ℝ) (g : X → ℝ) : ℝ :=
  ∑ i, w i * g (x i)

/-- The labels of the nodes that carry a positive weight. -/
def positiveNodes (w : Fin N → ℝ) : Finset (Fin N) :=
  Finset.univ.filter (fun i => 0 < w i)

/-- Sampling of the functions in `V` at the nodes of positive weight. -/
def sample (V : Submodule ℝ (X → ℝ)) (x : Fin N → X) (w : Fin N → ℝ) :
    V →ₗ[ℝ] ({i // i ∈ positiveNodes w} → ℝ) where
  toFun f i := (f : X → ℝ) (x i.1)
  map_add' _ _ := rfl
  map_smul' _ _ := rfl

/-- If a function vanishes at every node of positive weight, the quadrature of its square
is not positive. -/
theorem quad_sq_nonpos (x : Fin N → X) (w : Fin N → ℝ) (f : X → ℝ)
    (h : ∀ i ∈ positiveNodes w, f (x i) = 0) :
    quad x w (fun p => f p ^ 2) ≤ 0 := by
  unfold quad
  apply Finset.sum_nonpos
  intro i _
  by_cases hi : 0 < w i
  · have h0 : f (x i) = 0 := h i (by simp [positiveNodes, hi])
    simp [h0]
  · exact mul_nonpos_of_nonpos_of_nonneg (not_lt.1 hi) (sq_nonneg _)

/-- If the quadrature is positive on squares of nonzero functions in `V`, a function in `V` is
determined by its values at the nodes of positive weight. -/
theorem sample_injective (V : Submodule ℝ (X → ℝ)) (x : Fin N → X) (w : Fin N → ℝ)
    (hpos : ∀ f ∈ V, f ≠ 0 → 0 < quad x w (fun p => f p ^ 2)) :
    Function.Injective (sample V x w) := by
  refine (injective_iff_map_eq_zero (sample V x w)).2 ?_
  intro f hf
  by_contra hne
  have h1 := hpos f.1 f.2 (fun h => hne (Subtype.ext h))
  have h2 := quad_sq_nonpos x w f.1 (fun i hi => congrFun hf ⟨i, hi⟩)
  exact absurd h1 (not_lt_of_ge h2)

/-- If the quadrature is positive on squares of nonzero functions in `V`, then `V` is
finite-dimensional and its dimension is at most the number of nodes of positive weight. -/
theorem dim_le_positiveNodes (V : Submodule ℝ (X → ℝ)) (x : Fin N → X) (w : Fin N → ℝ)
    (hpos : ∀ f ∈ V, f ≠ 0 → 0 < quad x w (fun p => f p ^ 2)) :
    Module.Finite ℝ V ∧ Module.finrank ℝ V ≤ (positiveNodes w).card := by
  have hinj := sample_injective V x w hpos
  refine ⟨Module.Finite.of_injective (sample V x w) hinj, ?_⟩
  have h := LinearMap.finrank_le_finrank_of_injective hinj
  rwa [Module.finrank_fintype_fun_eq_card, Fintype.card_coe] at h

/-- If the quadrature is positive on squares of nonzero functions in `V`, then `V` is
finite-dimensional and the rule has at least `dim V` nodes. -/
theorem dim_le_nodes (V : Submodule ℝ (X → ℝ)) (x : Fin N → X) (w : Fin N → ℝ)
    (hpos : ∀ f ∈ V, f ≠ 0 → 0 < quad x w (fun p => f p ^ 2)) :
    Module.Finite ℝ V ∧ Module.finrank ℝ V ≤ N := by
  obtain ⟨hfin, hle⟩ := dim_le_positiveNodes V x w hpos
  refine ⟨hfin, hle.trans ?_⟩
  simpa using Finset.card_le_univ (positiveNodes w)

/-- On a compact space with a finite Borel measure that charges every nonempty open set, a
quadrature that integrates the squares of a space `V` of continuous functions exactly has at least
`dim V` nodes of positive weight, and `V` is finite-dimensional. -/
theorem dim_le_of_exact_on_squares [TopologicalSpace X] [CompactSpace X] [MeasurableSpace X]
    [BorelSpace X] (μ : Measure X) [IsFiniteMeasure μ] [μ.IsOpenPosMeasure]
    (V : Submodule ℝ (X → ℝ)) (hcont : ∀ f ∈ V, Continuous f)
    (x : Fin N → X) (w : Fin N → ℝ)
    (hexact : ∀ f ∈ V, quad x w (fun p => f p ^ 2) = ∫ p, f p ^ 2 ∂μ) :
    Module.Finite ℝ V ∧ Module.finrank ℝ V ≤ (positiveNodes w).card := by
  apply dim_le_positiveNodes V x w
  intro f hf hne
  obtain ⟨p, hp⟩ := Function.ne_iff.1 hne
  rw [hexact f hf]
  -- a continuous nonnegative function that is somewhere nonzero has positive integral
  exact Continuous.integral_pos_of_hasCompactSupport_nonneg_nonzero (x := p)
    ((hcont f hf).pow 2) (HasCompactSupport.of_compactSpace _)
    (fun q => sq_nonneg (f q)) (pow_ne_zero 2 hp)

/-- Discrete Parseval identity: if the quadrature reproduces the orthonormality of the `Y a`,
the quadrature of the square of an expansion is the sum of its squared coefficients. -/
theorem quad_parseval {ι : Type*} [Fintype ι] [DecidableEq ι] (Y : ι → X → ℝ)
    (x : Fin N → X) (w : Fin N → ℝ)
    (hY : ∀ a b, quad x w (fun p => Y a p * Y b p) = if a = b then 1 else 0) (c : ι → ℝ) :
    quad x w (fun p => (∑ a, c a * Y a p) ^ 2) = ∑ a, c a ^ 2 := by
  calc quad x w (fun p => (∑ a, c a * Y a p) ^ 2)
      = ∑ i, ∑ a, ∑ b, c a * c b * (w i * (Y a (x i) * Y b (x i))) := by
        unfold quad
        refine Finset.sum_congr rfl fun i _ => ?_
        show w i * (∑ a, c a * Y a (x i)) ^ 2 = _
        rw [sq, Finset.sum_mul_sum, Finset.mul_sum]
        refine Finset.sum_congr rfl fun a _ => ?_
        rw [Finset.mul_sum]
        refine Finset.sum_congr rfl fun b _ => ?_
        ring
    _ = ∑ a, ∑ b, c a * c b * quad x w (fun p => Y a p * Y b p) := by
        rw [Finset.sum_comm]
        refine Finset.sum_congr rfl fun a _ => ?_
        rw [Finset.sum_comm]
        refine Finset.sum_congr rfl fun b _ => ?_
        rw [quad, Finset.mul_sum]
    _ = ∑ a, c a ^ 2 := by
        simp [hY, sq]

/-- A quadrature that reproduces the orthonormality of a finite family of functions has at
least as many nodes of positive weight as there are functions. -/
theorem card_le_of_orthonormal {ι : Type*} [Fintype ι] [DecidableEq ι] (Y : ι → X → ℝ)
    (x : Fin N → X) (w : Fin N → ℝ)
    (hY : ∀ a b, quad x w (fun p => Y a p * Y b p) = if a = b then 1 else 0) :
    Fintype.card ι ≤ (positiveNodes w).card := by
  have key : ∀ c : ι → ℝ,
      quad x w (fun p => (∑ a, c a • Y a) p ^ 2) = ∑ a, c a ^ 2 := by
    intro c
    rw [← quad_parseval Y x w hY c]
    simp [Finset.sum_apply]
  -- a vanishing expansion has vanishing coefficients
  have hli : LinearIndependent ℝ Y := by
    rw [Fintype.linearIndependent_iff]
    intro c hc a
    have h := key c
    rw [hc] at h
    have h0 : ∑ a, c a ^ 2 = 0 := by
      rw [← h]
      simp [quad]
    have ha := (Finset.sum_eq_zero_iff_of_nonneg (fun b _ => sq_nonneg (c b))).1 h0 a
      (Finset.mem_univ a)
    exact pow_eq_zero_iff (two_ne_zero) |>.1 ha
  rw [← finrank_span_eq_card hli]
  refine (dim_le_positiveNodes _ x w ?_).2
  intro f hf hne
  obtain ⟨c, rfl⟩ := (Submodule.mem_span_range_iff_exists_fun ℝ).1 hf
  rw [key c]
  refine lt_of_le_of_ne (Finset.sum_nonneg fun a _ => sq_nonneg (c a)) fun h0 => hne ?_
  refine Finset.sum_eq_zero fun a ha => ?_
  have h1 := (Finset.sum_eq_zero_iff_of_nonneg (fun b _ => sq_nonneg (c b))).1 h0.symm a ha
  rw [pow_eq_zero_iff (two_ne_zero) |>.1 h1, zero_smul]

/-- If a quadrature reproduces the orthonormality of functions `Y l m` with `l ≤ L` and
`2 l + 1` values of `m` for each `l`, it has at least `(L + 1)²` nodes of positive weight. -/
theorem harmonic_node_bound (L : ℕ) (Y : (Σ l : Fin (L + 1), Fin (2 * (l : ℕ) + 1)) → X → ℝ)
    (x : Fin N → X) (w : Fin N → ℝ)
    (hY : ∀ a b, quad x w (fun p => Y a p * Y b p) = if a = b then 1 else 0) :
    (L + 1) ^ 2 ≤ (positiveNodes w).card := by
  have hsum : ∀ n : ℕ, ∑ l ∈ Finset.range n, (2 * l + 1) = n ^ 2 := by
    intro n
    induction n with
    | zero => simp
    | succ n ih => rw [Finset.sum_range_succ, ih]; ring
  have h := card_le_of_orthonormal Y x w hY
  rw [Fintype.card_sigma] at h
  simp only [Fintype.card_fin] at h
  rwa [Fin.sum_univ_eq_sum_range (fun l => 2 * l + 1) (L + 1), hsum] at h

/-- The sign pattern of the vertices of a regular tetrahedron inscribed in a cube. -/
def signs : Fin 4 → Fin 3 → ℝ :=
  ![![1, 1, 1], ![1, -1, -1], ![-1, 1, -1], ![-1, -1, 1]]

/-- The vertices of the tetrahedron, scaled by `1/√3`. -/
def tetrahedron (i : Fin 4) (k : Fin 3) : ℝ := signs i k / √3

/-- The functions `1, √3 x, √3 y, √3 z` of a point in space. -/
def lowHarmonic : Fin 4 → (Fin 3 → ℝ) → ℝ :=
  ![fun _ => 1, fun p => √3 * p 0, fun p => √3 * p 1, fun p => √3 * p 2]

/-- The four tetrahedron vertices lie on the unit sphere, and with equal weights `1/4` they
reproduce the orthonormality of the four functions `1, √3 x, √3 y, √3 z`. -/
theorem tetrahedron_witness :
    (∀ i, ∑ k, tetrahedron i k ^ 2 = 1) ∧
    ∀ a b, quad tetrahedron (fun _ => 1 / 4) (fun p => lowHarmonic a p * lowHarmonic b p) =
      if a = b then 1 else 0 := by
  have hv : ∀ i k, √3 * tetrahedron i k = signs i k := by
    intro i k
    have h3 : √(3 : ℝ) ≠ 0 := by positivity
    unfold tetrahedron
    field_simp
  constructor
  · intro i
    fin_cases i <;> simp [tetrahedron, signs, Fin.sum_univ_three, div_pow] <;> norm_num
  · intro a b
    fin_cases a <;> fin_cases b <;>
      simp [quad, Fin.sum_univ_four, lowHarmonic, hv, signs] <;> norm_num

end

end SphereQuadratureBound
```

```lean
#print axioms SphereQuadratureBound.dim_le_nodes
#print axioms SphereQuadratureBound.dim_le_of_exact_on_squares
#print axioms SphereQuadratureBound.harmonic_node_bound
```

```
'SphereQuadratureBound.dim_le_nodes' depends on axioms: [propext, Classical.choice, Quot.sound]
'SphereQuadratureBound.dim_le_of_exact_on_squares' depends on axioms: [propext, Classical.choice, Quot.sound]
'SphereQuadratureBound.harmonic_node_bound' depends on axioms: [propext, Classical.choice, Quot.sound]
```

## How the Lean proof follows the argument

`quad_sq_nonpos` splits each term by the sign of its weight: a positive weight meets a zero value, and any other weight multiplies a square. `sample_injective` turns this into a zero kernel, and `dim_le_positiveNodes` obtains both finite dimension and the inequality from the injective map. `dim_le_nodes` then compares $P$ with the full set of labels.

For exact integration, a Mathlib lemma on continuous nonnegative functions with compact support supplies the positive integral; compactness of $X$ provides the support condition.

`quad_parseval` expands the square into a triple sum and moves the sum over nodes inside, where `hY` evaluates it. In `card_le_of_orthonormal`, `key` restates this identity for a linear combination of functions. It is used twice, once for linear independence (`hli`) and once for positivity on the span. `harmonic_node_bound` counts the index pairs and sums the odd numbers by induction.

For the tetrahedron, `hv` cancels the factor $\sqrt3$, so that the orthonormality relations become sums of signs. `fin_cases` then checks the four vertices and all sixteen pairs of functions.
